# At fixed mean particle number, the chemical potential of finitely many ideal Bose modes approaches the lowest level in proportion to temperature as the temperature goes to zero

Take two boson modes with energies $0$ and $\Delta>0$ that together hold one particle on average. Let $b=1/(k_BT)$ be the inverse temperature, usually written $\beta$, and let $\mu<0$ be the chemical potential. The upper mode holds

$$\frac{1}{\exp[b(\Delta-\mu)]-1}<\frac{1}{\exp(b\Delta)-1},$$

which vanishes as $b\to\infty$. The lower mode must then take up the whole particle, so $\exp(-b\mu)-1\to1$ and $-b\mu\to\ln 2$. The chemical potential rises to the lowest level, but its distance from that level, measured in units of $k_BT$, stays finite.

The problem is to find this scaled distance for any finite set of non-interacting modes, any degeneracy of the lowest level and any fixed mean number $N>0$.

## Modes, occupations and the lowest level

The modes are labelled by a finite type `ι`, and mode $i$ has energy $e_i$, in Lean `e i`. A degenerate level appears as several modes with equal energies.

```lean
import Mathlib

open Filter Topology

namespace LowTemperatureBose

noncomputable section

variable {ι : Type*} [Fintype ι]
```

The occupation of a mode of energy $\varepsilon$ is the Bose function $n(\varepsilon)=1/(\exp[b(\varepsilon-\mu)]-1)$.

```lean
/-- The Bose occupation of a mode of energy `ε` at inverse temperature `b` and chemical potential
`μ`, meant for `b * (ε - μ) > 0`. -/
def bose (b μ ε : ℝ) : ℝ := 1 / (Real.exp (b * (ε - μ)) - 1)
```

Its sum over all modes is the mean particle number, a real number that need not be an integer.

```lean
/-- The sum of the Bose occupations of all modes, meant for `b * (e i - μ) > 0` for all `i`. -/
def totalOccupation (b μ : ℝ) (e : ι → ℝ) : ℝ := ∑ i, bose b μ (e i)
```

The symbol $e_0$ denotes an energy value, not the energy of a mode labelled zero. Its degeneracy $g$ is the number of modes with that energy.

```lean
/-- The number of modes whose energy is `e0`. -/
def degeneracy (e : ι → ℝ) (e0 : ℝ) : ℕ := (Finset.univ.filter (fun i => e i = e0)).card
```

The remaining modes contribute the excited population $N_{\rm exc}$.

```lean
/-- The sum of the Bose occupations of the modes whose energy differs from `e0`, meant for
`b * (e i - μ) > 0` on these modes. -/
def excitedOccupation (b μ : ℝ) (e : ι → ℝ) (e0 : ℝ) : ℝ :=
  ∑ i ∈ Finset.univ.filter (fun i => ¬ e i = e0), bose b μ (e i)
```

The hypothesis `IsLeast (Set.range e) e0` says that some mode has energy $e_0$ and none lies lower. For the limits, the chemical potential is a function `μ : ℝ → ℝ` of $b$. It is assumed to satisfy $\mu(b)<e_0$ for every $b>0$, which is the condition for a grand canonical ideal Bose gas to have finite, positive occupations. Where the number is fixed, the occupations are also assumed to sum to $N$ at every $b>0$: $\mu$ is adjusted as the temperature changes so that the mean number stays the same. The existence of such a function is a hypothesis here.

Two steps are left to physical judgement: a real trapped gas is replaced by a finite list of independent modes with fixed energies, and it is described by the grand canonical ensemble, in which only the mean particle number is fixed. Since the list of modes stays the same as $b\to\infty$, the results describe the filling of a lowest level and not the Bose–Einstein phase transition of the thermodynamic limit.

## (a) The sign of an occupation

**Task.** For $b>0$ and $\mu<\varepsilon$, show that $n(\varepsilon)>0$.

**Solution.** The product $b(\varepsilon-\mu)$ is positive, so its exponential exceeds $1$. The denominator of the Bose function is therefore positive, and so is its reciprocal. The Lean proof takes the same two steps.

```lean
/-- At positive inverse temperature, a mode above the chemical potential has a positive
Bose occupation. -/
theorem bose_pos {b μ ε : ℝ} (hb : 0 < b) (hμ : μ < ε) : 0 < bose b μ ε := by
  have h : 1 < Real.exp (b * (ε - μ)) :=
    Real.one_lt_exp_iff.mpr (mul_pos hb (sub_pos.mpr hμ))
  exact one_div_pos.mpr (sub_pos.mpr h)
```

## (b) Separating the ground level

**Task.** Show that the total occupation is

$$\sum_i n(e_i)=g\,n(e_0)+N_{\rm exc}.$$

**Solution.** Divide the modes into those with $e_i=e_0$ and those with $e_i\ne e_0$. In the first group all $g$ terms equal $n(e_0)$, and the second group is $N_{\rm exc}$ by definition. In Lean, `hground` evaluates the first group, and `Finset.sum_filter_add_sum_filter_not` joins the two. This identity does not need $e_0$ to be the lowest energy.

```lean
/-- The total occupation is the degeneracy of the level `e0` times the occupation of one of its
modes, plus the occupation of all other modes. -/
theorem totalOccupation_split (b μ : ℝ) (e : ι → ℝ) (e0 : ℝ) :
    totalOccupation b μ e =
      (degeneracy e e0 : ℝ) * bose b μ e0 + excitedOccupation b μ e e0 := by
  have hground : ∑ i ∈ Finset.univ.filter (fun i => e i = e0), bose b μ (e i)
      = (degeneracy e e0 : ℝ) * bose b μ e0 := by
    have h : ∑ i ∈ Finset.univ.filter (fun i => e i = e0), bose b μ (e i)
        = ∑ _i ∈ Finset.univ.filter (fun i => e i = e0), bose b μ e0 :=
      Finset.sum_congr rfl (fun i hi => by rw [(Finset.mem_filter.mp hi).2])
    rw [h, Finset.sum_const, nsmul_eq_mul, degeneracy]
  rw [← hground]
  exact (Finset.sum_filter_add_sum_filter_not Finset.univ (fun i => e i = e0)
    (fun i => bose b μ (e i))).symm
```

## (c) Inverting the Bose function for one level

**Task.** Let a single level of energy $\varepsilon>\mu$ have degeneracy $g>0$, and let $b>0$ and $N>0$. Show that

$$g\,n(\varepsilon)=N\quad\Longleftrightarrow\quad b(\varepsilon-\mu)=\ln\!\left(1+\frac gN\right).$$

**Solution.** Write $x=b(\varepsilon-\mu)>0$. Since $\exp x-1>0$, the equation $g/(\exp x-1)=N$ is equivalent to $\exp x=1+g/N$. Taking logarithms gives the right-hand side, and exponentiating leads back.

The Lean proof treats the two directions separately: `h2` is the solved form $g/N=\exp x-1$, and `hE` is the exponentiated equation. Here `g` may be any positive real number. In later parts `N` is replaced by the actual population of the ground level.

```lean
/-- For `b > 0` and `μ < ε`, a single level of energy `ε` and degeneracy `g > 0` holds `N > 0`
bosons exactly when `b (ε - μ) = ln (1 + g / N)`. -/
theorem level_occupation_iff {b μ ε g N : ℝ} (hb : 0 < b) (hμ : μ < ε) (hg : 0 < g)
    (hN : 0 < N) : g * bose b μ ε = N ↔ b * (ε - μ) = Real.log (1 + g / N) := by
  have hx : 0 < Real.exp (b * (ε - μ)) - 1 :=
    sub_pos.mpr (Real.one_lt_exp_iff.mpr (mul_pos hb (sub_pos.mpr hμ)))
  have hpos : 0 < 1 + g / N := by positivity
  constructor
  · intro h
    have h1 : g = N * (Real.exp (b * (ε - μ)) - 1) := by
      rw [← h, bose, mul_assoc, one_div_mul_cancel hx.ne', mul_one]
    have h2 : g / N = Real.exp (b * (ε - μ)) - 1 := by
      rw [div_eq_iff hN.ne']
      linarith
    rw [h2, add_sub_cancel, Real.log_exp]
  · intro h
    have hE : Real.exp (b * (ε - μ)) = 1 + g / N := by rw [h, Real.exp_log hpos]
    rw [bose, hE, add_sub_cancel_left]
    field_simp
```

## (d) Emptying the excited modes

**Task.** With $e_0$ the lowest energy and $\mu(b)<e_0$ for all $b>0$, show that

$$N_{\rm exc}(b)\to0\qquad(b\to\infty).$$

**Solution.** For an excited mode, $e_i>e_0>\mu(b)$. The inequality $\exp x\ge1+x$ gives

$$\exp[b(e_i-\mu(b))]-1\ \ge\ b(e_i-\mu(b))\ \ge\ b(e_i-e_0)>0,$$

and hence

$$0<n(e_i)\le\frac{1}{b(e_i-e_0)}\to0.$$

A finite sum of terms that tend to zero tends to zero. If there are no excited modes, the sum is zero throughout.

In Lean, `tendsto_finsetSum` reduces the claim to one mode, `hlim` is the limit of the upper bound, and `squeeze_zero'` encloses the occupation between zero and that bound. The particle number plays no part.

```lean
/-- If `e0` is the lowest mode energy and the chemical potential stays below it, the total
occupation of the excited modes vanishes as `b` tends to infinity. -/
theorem excitedOccupation_tendsto_zero {e : ι → ℝ} {e0 : ℝ} {μ : ℝ → ℝ}
    (he : IsLeast (Set.range e) e0) (hμ : ∀ b > 0, μ b < e0) :
    Tendsto (fun b => excitedOccupation b (μ b) e e0) atTop (𝓝 0) := by
  have hsum : Tendsto (fun b => excitedOccupation b (μ b) e e0) atTop
      (𝓝 (∑ _i ∈ Finset.univ.filter (fun i => ¬ e i = e0), (0 : ℝ))) := by
    unfold excitedOccupation
    refine tendsto_finsetSum _ (fun i hi => ?_)
    have hle : e0 ≤ e i := he.2 ⟨i, rfl⟩
    have hlt : e0 < e i := lt_of_le_of_ne hle (Ne.symm (Finset.mem_filter.mp hi).2)
    have hd : 0 < e i - e0 := sub_pos.mpr hlt
    have hlim : Tendsto (fun b : ℝ => 1 / (b * (e i - e0))) atTop (𝓝 0) := by
      simp only [one_div]
      exact tendsto_inv_atTop_zero.comp (tendsto_id.atTop_mul_const hd)
    refine squeeze_zero' ?_ ?_ hlim
    · filter_upwards [eventually_gt_atTop (0 : ℝ)] with b hb
      exact (bose_pos hb ((hμ b hb).trans hlt)).le
    · filter_upwards [eventually_gt_atTop (0 : ℝ)] with b hb
      -- exp x - 1 ≥ x, and the gap to μ exceeds the gap to e0
      have h1 := Real.add_one_le_exp (b * (e i - μ b))
      have h2 : b * (e i - e0) ≤ b * (e i - μ b) :=
        mul_le_mul_of_nonneg_left (by linarith [hμ b hb]) hb.le
      exact one_div_le_one_div_of_le (mul_pos hb hd) (by linarith)
  rwa [Finset.sum_const_zero] at hsum
```

## (e) At least one ground mode

**Task.** Show that the lowest energy has degeneracy $g>0$.

**Solution.** A least element of the set of mode energies belongs to that set, so some mode has energy $e_0$ and is counted in $g$. In Lean, `he.1` supplies this mode. The result is stated for $g$ as a real number, ready for division.

```lean
/-- The lowest energy of the spectrum has degeneracy at least one. -/
theorem degeneracy_pos {e : ι → ℝ} {e0 : ℝ} (he : IsLeast (Set.range e) e0) :
    0 < (degeneracy e e0 : ℝ) := by
  obtain ⟨i, hi⟩ := he.1
  exact Nat.cast_pos.mpr
    (Finset.card_pos.mpr ⟨i, Finset.mem_filter.mpr ⟨Finset.mem_univ i, hi⟩⟩)
```

## (f) A bound at every temperature

**Task.** Let $b>0$, let $\mu$ lie below the lowest energy $e_0$, and let the occupations sum to $N$. Show that

$$\ln\!\left(1+\frac gN\right)\le b(e_0-\mu).$$

**Solution.** Let $G=g\,n(e_0)$ be the population of the ground level. By (a) and (e), $G>0$. The excited population is non-negative, so (b) gives $G\le N$. Applying (c) to the ground level with its own population $G$ yields

$$b(e_0-\mu)=\ln\!\left(1+\frac gG\right)\ge\ln\!\left(1+\frac gN\right).$$

In Lean, `hGN` is $G\le N$. The term `(level_occupation_iff hb hμ hg hG).mp rfl` is (c) used with the trivial equation $G=G$, and the last two lines are the monotonicity of the logarithm and of $g/G$. If all modes share one energy, (c) turns the bound into an equality.

In a simulation of non-interacting bosons in a finite basis, the bound gives an upper end, $e_0-b^{-1}\ln(1+g/N)$, for the interval in which to search for $\mu$.

```lean
/-- At every `b > 0`, if `μ` lies below the lowest energy `e0`, of degeneracy `g`, and the total
occupation is `N`, then `b (e0 - μ)` is at least `ln (1 + g / N)`. -/
theorem log_le_scaled_gap {e : ι → ℝ} {e0 b μ N : ℝ} (he : IsLeast (Set.range e) e0)
    (hb : 0 < b) (hμ : μ < e0) (hN : totalOccupation b μ e = N) :
    Real.log (1 + degeneracy e e0 / N) ≤ b * (e0 - μ) := by
  have hg := degeneracy_pos he
  have hG : 0 < (degeneracy e e0 : ℝ) * bose b μ e0 := mul_pos hg (bose_pos hb hμ)
  have hex : 0 ≤ excitedOccupation b μ e e0 :=
    Finset.sum_nonneg (fun i _ => (bose_pos hb (hμ.trans_le (he.2 ⟨i, rfl⟩))).le)
  have hGN : (degeneracy e e0 : ℝ) * bose b μ e0 ≤ N := by
    linarith [totalOccupation_split b μ e e0]
  have hNpos : 0 < N := hG.trans_le hGN
  rw [(level_occupation_iff hb hμ hg hG).mp rfl]
  apply Real.log_le_log (by positivity)
  gcongr
```

## (g) The population of each ground mode

**Task.** Let $\mu(b)<e_0$ hold the total at $N$ for every $b>0$. Show that one mode at the lowest energy satisfies

$$n(e_0)\to\frac Ng\qquad(b\to\infty).$$

**Solution.** Solve (b) for the occupation of one ground mode:

$$n(e_0)=\frac{N-N_{\rm exc}(b)}{g}.$$

By (d) the numerator tends to $N$. The Lean proof first forms the limit of the right-hand side, then uses `congr'` to identify it with the occupation for all $b>0$.

```lean
/-- If `μ b` lies below the lowest energy `e0` and fixes the total occupation to `N` at each
`b > 0`, each mode of energy `e0` holds `N / g` bosons in the limit of infinite `b`, where `g` is
the degeneracy of `e0`. -/
theorem ground_mode_tendsto {e : ι → ℝ} {e0 N : ℝ} {μ : ℝ → ℝ}
    (he : IsLeast (Set.range e) e0) (hμ : ∀ b > 0, μ b < e0)
    (hN : ∀ b > 0, totalOccupation b (μ b) e = N) :
    Tendsto (fun b => bose b (μ b) e0) atTop (𝓝 (N / degeneracy e e0)) := by
  have hg := degeneracy_pos he
  have h := ((excitedOccupation_tendsto_zero he hμ).const_sub N).div_const
    (degeneracy e e0 : ℝ)
  rw [sub_zero] at h
  refine h.congr' ?_
  filter_upwards [eventually_gt_atTop (0 : ℝ)] with b hb
  rw [div_eq_iff hg.ne']
  linarith [totalOccupation_split b (μ b) e e0, hN b hb]
```

## (h) The scaled distance to the lowest level

**Task.** Under the conditions of (g), with $N>0$, show that

$$b\,(e_0-\mu(b))\to\ln\!\left(1+\frac gN\right)\qquad(b\to\infty).$$

**Solution.** Let $G(b)=g\,n(e_0)$. By (g), $G(b)\to N$. At each $b>0$, (c) gives the exact relation

$$b(e_0-\mu(b))=\ln\!\left(1+\frac{g}{G(b)}\right).$$

Since $N\neq0$, the quotient $g/G(b)$ tends to $g/N$, and the logarithm is continuous at the positive number $1+g/N$. This gives the limit. For $g=N=1$ it is the $\ln2$ of the two-mode example.

In Lean, `hG` is the limit of $G(b)$, `hlog` carries it through the quotient and the logarithm, and the final lines insert the exact relation.

```lean
/-- Low-temperature Bose chemical potential: if `μ b` lies below the lowest energy `e0`, of
degeneracy `g`, and fixes the total occupation to `N > 0` at each `b > 0`, then `b (e0 - μ b)`
tends to `ln (1 + g / N)` as `b` tends to infinity. -/
theorem scaled_gap_tendsto {e : ι → ℝ} {e0 N : ℝ} {μ : ℝ → ℝ}
    (he : IsLeast (Set.range e) e0) (hNpos : 0 < N) (hμ : ∀ b > 0, μ b < e0)
    (hN : ∀ b > 0, totalOccupation b (μ b) e = N) :
    Tendsto (fun b => b * (e0 - μ b)) atTop (𝓝 (Real.log (1 + degeneracy e e0 / N))) := by
  have hg := degeneracy_pos he
  -- the population of the whole ground level tends to N
  have hG : Tendsto (fun b => (degeneracy e e0 : ℝ) * bose b (μ b) e0) atTop (𝓝 N) := by
    have h := (ground_mode_tendsto he hμ hN).const_mul (degeneracy e e0 : ℝ)
    rwa [mul_div_cancel₀ N hg.ne'] at h
  have hpos : 0 < 1 + (degeneracy e e0 : ℝ) / N := by positivity
  have hlog := ((tendsto_const_nhds (x := (degeneracy e e0 : ℝ))).div hG hNpos.ne').const_add 1
    |>.log hpos.ne'
  refine hlog.congr' ?_
  -- invert the Bose function at each temperature
  filter_upwards [eventually_gt_atTop (0 : ℝ)] with b hb
  exact ((level_occupation_iff hb (hμ b hb) hg
    (mul_pos hg (bose_pos hb (hμ b hb)))).mp rfl).symm
```

## (i) The chemical potential itself

**Task.** Under the same conditions, show that

$$\mu(b)\to e_0\qquad(b\to\infty).$$

**Solution.** For $b>0$,

$$\mu(b)=e_0-\frac{b(e_0-\mu(b))}{b}.$$

By (h) the numerator has a finite limit while the denominator grows without bound, so the fraction tends to zero. In Lean, `div_atTop` is this last step, and `const_sub e0` subtracts the fraction from $e_0$.

```lean
/-- If `μ b` lies below the lowest energy `e0` and fixes the total occupation to `N > 0` at each
`b > 0`, then `μ b` tends to `e0` as `b` tends to infinity. -/
theorem chemicalPotential_tendsto {e : ι → ℝ} {e0 N : ℝ} {μ : ℝ → ℝ}
    (he : IsLeast (Set.range e) e0) (hNpos : 0 < N) (hμ : ∀ b > 0, μ b < e0)
    (hN : ∀ b > 0, totalOccupation b (μ b) e = N) :
    Tendsto μ atTop (𝓝 e0) := by
  have h := ((scaled_gap_tendsto he hNpos hμ hN).div_atTop tendsto_id).const_sub e0
  rw [sub_zero] at h
  refine h.congr' ?_
  filter_upwards [eventually_gt_atTop (0 : ℝ)] with b hb
  have h1 : b * (e0 - μ b) / b = e0 - μ b := mul_div_cancel_left₀ _ hb.ne'
  simp only [id]
  rw [h1, sub_sub_cancel]

end

end LowTemperatureBose
```

```lean
#print axioms LowTemperatureBose.excitedOccupation_tendsto_zero
-- 'LowTemperatureBose.excitedOccupation_tendsto_zero' depends on axioms: [propext, Classical.choice, Quot.sound]
#print axioms LowTemperatureBose.log_le_scaled_gap
-- 'LowTemperatureBose.log_le_scaled_gap' depends on axioms: [propext, Classical.choice, Quot.sound]
#print axioms LowTemperatureBose.chemicalPotential_tendsto
-- 'LowTemperatureBose.chemicalPotential_tendsto' depends on axioms: [propext, Classical.choice, Quot.sound]
```
